# Every component of a spin 1/2 is odd under time reversal

Time reversal of a single spin 1/2 acts as complex conjugation in the up, down basis followed by the real matrix `spinFlip`, a rotation by π about the y axis up to sign. The theorem says that this reverses each of the three spin components: if U is `spinFlip` and S is any of the spin matrices in units of ħ, then US* = −SU, where S* is the entrywise complex conjugate, without transposition. The proof checks this identity entry by entry, four entries for each of the three components, using `simp` to work out the matrix products and `ring` to finish the arithmetic.

The first attempt, which Lean rejects:

```lean
import Mathlib

open Matrix
open scoped Kronecker

namespace AnisotropicDimerEntanglement

noncomputable section

/-- The three spin-1/2 matrices, in units of ħ, in the basis up, down. -/
def spin : Fin 3 → Matrix (Fin 2) (Fin 2) ℂ :=
  ![!![0, 1/2; 1/2, 0], !![0, -Complex.I/2; Complex.I/2, 0], !![1/2, 0; 0, -1/2]]

/-- The rotation of one spin by π about the y axis, up to sign. -/
def spinFlip : Matrix (Fin 2) (Fin 2) ℂ := !![0, 1; -1, 0]

/-- Every component of a spin 1/2 changes sign under time reversal. -/
theorem spinFlip_mul_conj (a : Fin 3) :
    spinFlip * (spin a).map star = -(spin a * spinFlip) := by
  ext i j
  fin_cases a <;> fin_cases i <;> fin_cases j <;>
    simp [spinFlip, spin, Matrix.mul_apply, Fin.sum_univ_two] <;> ring

end

end AnisotropicDimerEntanglement
```

Lean reports:

```
Try this:
  [apply] ring_nf
  
  The `ring` tactic failed to close the goal. Use `ring_nf` to obtain a normal form.
    
  Note that `ring` works primarily in *commutative* rings. If you have a noncommutative ring, abelian group or module, consider using `noncomm_ring`, `abel` or `module` instead.
Try this:
  [apply] ring_nf
  
  The `ring` tactic failed to close the goal. Use `ring_nf` to obtain a normal form.
    
  Note that `ring` works primarily in *commutative* rings. If you have a noncommutative ring, abelian group or module, consider using `noncomm_ring`, `abel` or `module` instead.
Try this:
  [apply] ring_nf
  
  The `ring` tactic failed to close the goal. Use `ring_nf` to obtain a normal form.
    
  Note that `ring` works primarily in *commutative* rings. If you have a noncommutative ring, abelian group or module, consider using `noncomm_ring`, `abel` or `module` instead.
Try this:
  [apply] ring_nf
  
  The `ring` tactic failed to close the goal. Use `ring_nf` to obtain a normal form.
    
  Note that `ring` works primarily in *commutative* rings. If you have a noncommutative ring, abelian group or module, consider using `noncomm_ring`, `abel` or `module` instead.
Try this:
  [apply] ring_nf
  
  The `ring` tactic failed to close the goal. Use `ring_nf` to obtain a normal form.
    
  Note that `ring` works primarily in *commutative* rings. If you have a noncommutative ring, abelian group or module, consider using `noncomm_ring`, `abel` or `module` instead.
Try this:
  [apply] ring_nf
  
  The `ring` tactic failed to close the goal. Use `ring_nf` to obtain a normal form.
    
  Note that `ring` works primarily in *commutative* rings. If you have a noncommutative ring, abelian group or module, consider using `noncomm_ring`, `abel` or `module` instead.
Main.lean:19:59: error: unsolved goals
case «0».«0».«0»
⊢ (starRingEnd ℂ) 2 = 2

case «0».«1».«1»
⊢ (starRingEnd ℂ) 2 = 2

case «1».«0».«0»
⊢ -(Complex.I * ((starRingEnd ℂ) 2)⁻¹) = Complex.I * (-1 / 2)

case «1».«1».«1»
⊢ Complex.I * ((starRingEnd ℂ) 2)⁻¹ = Complex.I * (1 / 2)

case «2».«0».«1»
⊢ -((starRingEnd ℂ) 2)⁻¹ = -1 / 2

case «2».«1».«0»
⊢ -((starRingEnd ℂ) 2)⁻¹ = -1 / 2
```

Diagnosis. The six "Try this" messages say that `ring` failed to close a goal, and the error lists the six goals left over. Each of them contains `(starRingEnd ℂ) 2`, the complex conjugate of the number 2, which comes from conjugating the halves in the spin matrices. The number is real, so the conjugate is 2 again, but `simp` did not make that simplification here. Nor could `ring`, which does commutative-ring arithmetic and treats the conjugate as an unknown quantity. Two of the goals are exactly the missing fact, and the other four follow from it by arithmetic. The suggested `ring_nf` would not help, since it only normalises the same arithmetic.

The repair proves the fact first, as `h2`, using `Complex.ext` to compare real and imaginary parts, each of which `simp` settles. With `h2` added to its list, the main `simp` call can replace the conjugate by 2, and what remains is within reach of `simp` and `ring`.

As a diff, the version that Lean accepts:

```diff
@@ -18,7 +18,8 @@
 theorem spinFlip_mul_conj (a : Fin 3) :
     spinFlip * (spin a).map star = -(spin a * spinFlip) := by
+  have h2 : (starRingEnd ℂ) 2 = 2 := Complex.ext (by simp) (by simp)
   ext i j
   fin_cases a <;> fin_cases i <;> fin_cases j <;>
-    simp [spinFlip, spin, Matrix.mul_apply, Fin.sum_univ_two] <;> ring
+    simp [h2, spinFlip, spin, Matrix.mul_apply, Fin.sum_univ_two] <;> ring
 
 end
```
